# Downfolding is concave on Hermitian matrices with a positive definite bath block

System and bath are kept apart by the index type: a Hamiltonian or stiffness matrix $M$ is a complex matrix whose rows and columns are labelled by `m ⊕ n`, with `m` for the system and `n` for the bath. Both label sets are finite. This fixes one partition for all matrices that are to be compared, and gives each of them four blocks,

$$M=\begin{pmatrix}M_{11}&M_{12}\\ M_{21}&M_{22}\end{pmatrix}.$$

Positivity is required only of the bath block $M_{22}$. Physically, the bath has a restoring force against every displacement when the system is held fixed; the system itself may be unstable. The case in which all of $M$ is positive definite follows as a corollary.

For a non-interacting Hamiltonian $H$ in an orthonormal basis one takes $M=H-\varepsilon$, with the energy $\varepsilon$ fixed below the spectrum of the isolated bath for every $H$ that is compared. The result then compares the effective Hamiltonian of an averaged $H$ with the average of the effective Hamiltonians at that same $\varepsilon$. For energies inside the bath spectrum $M_{22}$ is no longer positive definite, and the concavity theorem does not apply.

```lean
import Mathlib

open Matrix
open scoped ComplexOrder

namespace DownfoldingConcavity

noncomputable section

variable {m n : Type*} [Fintype m] [Fintype n] [DecidableEq n]
```

## Eliminating the bath

Let $x$ be the system amplitudes and $y$ the bath amplitudes. With no source acting on the bath, its equation is $M_{21}x+M_{22}y=0$, so $y=-M_{22}^{-1}M_{21}x$. Substitution into the system rows leaves the downfolded matrix, or Schur complement,

$$S(M)=M_{11}-M_{12}M_{22}^{-1}M_{21}.$$

```lean
/-- The downfolded matrix of the system after elimination of the bath (Schur complement). -/
def downfold (M : Matrix (m ⊕ n) (m ⊕ n) ℂ) : Matrix m m ℂ :=
  M.toBlocks₁₁ - M.toBlocks₁₂ * M.toBlocks₂₂⁻¹ * M.toBlocks₂₁
```

The matrix that takes $x$ to $y$ is the bath response,

$$R_M=-M_{22}^{-1}M_{21}.$$

```lean
/-- The linear response of the bath amplitudes to the system amplitudes. -/
def bathResponse (M : Matrix (m ⊕ n) (m ⊕ n) ℂ) : Matrix n m ℂ :=
  -(M.toBlocks₂₂⁻¹ * M.toBlocks₂₁)
```

Now let the bath follow the system by an arbitrary linear rule $y=Kx$. The quadratic form of $M$ at $(x,Kx)$ is $x^*T_M(K)x$, where

$$T_M(K)=M_{11}+M_{12}K+K^*M_{21}+K^*M_{22}K.$$

At fixed $K$ this slaved matrix is linear in $M$, whereas $S(M)$ in general is not. In Lean, `Kᴴ` is the conjugate transpose $K^*$.

```lean
/-- The matrix felt by the system when the bath amplitudes are slaved to it by `y = K x`. -/
def slaved (M : Matrix (m ⊕ n) (m ⊕ n) ℂ) (K : Matrix n m ℂ) : Matrix m m ℂ :=
  M.toBlocks₁₁ + M.toBlocks₁₂ * K + Kᴴ * M.toBlocks₂₁ + Kᴴ * (M.toBlocks₂₂ * K)
```

## The response is the stationary choice

If $M_{22}$ is invertible, multiplying the definition of $R_M$ by it gives

$$M_{22}R_M=-M_{21}.$$

Invertibility enters as `IsUnit M.toBlocks₂₂.det`, a unit determinant, which over the complex numbers means a nonzero one.

```lean
omit [Fintype m] in
/-- If the bath block is invertible, the bath response `R` solves the bath equation `M₂₂ R = -M₂₁`.
-/
theorem bath_equation (M : Matrix (m ⊕ n) (m ⊕ n) ℂ) (hD : IsUnit M.toBlocks₂₂.det) :
    M.toBlocks₂₂ * bathResponse M = -M.toBlocks₂₁ := by
  rw [bathResponse, Matrix.mul_neg, ← Matrix.mul_assoc, Matrix.mul_nonsing_inv _ hD,
    Matrix.one_mul]
```

Put $K=R_M$ in the slaved matrix. By the bath equation the last term is $-R_M^*M_{21}$, which cancels the third, and

$$T_M(R_M)=M_{11}+M_{12}R_M=S(M).$$

A program can follow the same route: factorise $M_{22}$, by Cholesky when it is positive definite, solve $M_{22}R_M=-M_{21}$ for all columns at once, and form $M_{11}+M_{12}R_M$ without computing an inverse.

```lean
omit [Fintype m] in
/-- A bath that follows its own linear response reproduces the downfolded matrix. -/
theorem slaved_bathResponse (M : Matrix (m ⊕ n) (m ⊕ n) ℂ)
    (hD : IsUnit M.toBlocks₂₂.det) : slaved M (bathResponse M) = downfold M := by
  rw [slaved, bath_equation M hD, Matrix.mul_neg, add_neg_cancel_right, downfold,
    bathResponse, Matrix.mul_neg, ← Matrix.mul_assoc, sub_eq_add_neg]
```

For any other $K$, complete the square. Hermiticity of $M$ gives $M_{21}^*=M_{12}$ and $M_{22}^*=M_{22}$, hence

$$M_{22}(K-R_M)=M_{22}K+M_{21},\qquad (K-R_M)^*=K^*+M_{12}M_{22}^{-1}.$$

Multiplying the two expressions,

$$(K-R_M)^*M_{22}(K-R_M)=K^*M_{22}K+K^*M_{21}+M_{12}K+M_{12}M_{22}^{-1}M_{21}.$$

Adding $S(M)$ cancels the last term and leaves

$$T_M(K)=S(M)+(K-R_M)^*M_{22}(K-R_M).$$

In the proof, `hC` and `hH` are the two Hermiticity relations, `h1` and `h2` are the two factors, and `h3` simplifies $M_{12}M_{22}^{-1}M_{22}K$ to $M_{12}K$.

The identity also matters when the linear solve is approximate. If $K=R_M+\delta$, the shortcut $M_{11}+M_{12}K$ has the first-order error $M_{12}\delta$, while $T_M(K)$ has the second-order error $\delta^*M_{22}\delta$.

```lean
omit [Fintype m] in
/-- Completing the square: a slaved bath differs from the downfolded matrix by a term quadratic
in the deviation from the bath response. -/
theorem slaved_eq_downfold_add (M : Matrix (m ⊕ n) (m ⊕ n) ℂ) (hM : M.IsHermitian)
    (hD : IsUnit M.toBlocks₂₂.det) (K : Matrix n m ℂ) :
    slaved M K = downfold M +
      (K - bathResponse M)ᴴ * M.toBlocks₂₂ * (K - bathResponse M) := by
  have hC : M.toBlocks₂₁ᴴ = M.toBlocks₁₂ := by
    ext i j
    exact hM.apply (Sum.inl i) (Sum.inr j)
  have hH : M.toBlocks₂₂ᴴ = M.toBlocks₂₂ := by
    ext i j
    exact hM.apply (Sum.inr i) (Sum.inr j)
  have h1 : M.toBlocks₂₂ * (K - bathResponse M) = M.toBlocks₂₂ * K + M.toBlocks₂₁ := by
    rw [Matrix.mul_sub, bath_equation M hD, sub_neg_eq_add]
  have h2 : (K - bathResponse M)ᴴ = Kᴴ + M.toBlocks₁₂ * M.toBlocks₂₂⁻¹ := by
    rw [bathResponse, sub_neg_eq_add, conjTranspose_add, conjTranspose_mul,
      conjTranspose_nonsing_inv, hC, hH]
  have h3 : M.toBlocks₁₂ * M.toBlocks₂₂⁻¹ * (M.toBlocks₂₂ * K) = M.toBlocks₁₂ * K := by
    rw [Matrix.mul_assoc, ← Matrix.mul_assoc M.toBlocks₂₂⁻¹,
      Matrix.nonsing_inv_mul _ hD, Matrix.one_mul]
  rw [Matrix.mul_assoc, h1, h2, Matrix.add_mul, Matrix.mul_add, Matrix.mul_add, h3,
    slaved, downfold]
  abel
```

## An exact formula for the gap

Take real weights $p,q$ and set $W=pM+qN$, where $M$ and $N$ are Hermitian and the bath blocks of $M$, $N$ and $W$ are invertible. Linearity at fixed $K$ gives

$$T_W(K)=p\,T_M(K)+q\,T_N(K).$$

Choose $K=R_W$. The left side becomes $S(W)$, and completing the square on the right gives

$$\begin{aligned}S(W)-pS(M)-qS(N)={}&p\,(R_W-R_M)^*M_{22}(R_W-R_M)\\&+q\,(R_W-R_N)^*N_{22}(R_W-R_N).\end{aligned}$$

Each term is the cost of forcing one bath to use the response of the mixture in place of its own. No positivity has been used so far, and the weights need not sum to one.

A case with one system site and one bath site shows the numbers. Let

$$M=\begin{pmatrix}2&1\\1&1\end{pmatrix},\qquad N=\begin{pmatrix}1&0\\0&3\end{pmatrix},\qquad p=q=\tfrac12.$$

Then $S(M)=2-1=1$ with $R_M=-1$, and $S(N)=1$ with $R_N=0$. The mixture is

$$W=\begin{pmatrix}3/2&1/2\\1/2&2\end{pmatrix},$$

so $S(W)=\tfrac32-\tfrac18=\tfrac{11}{8}$ and $R_W=-\tfrac14$. The gap is $\tfrac{11}{8}-1=\tfrac38$. The formula gives the same value: $\tfrac12\cdot\tfrac{9}{16}\cdot1+\tfrac12\cdot\tfrac1{16}\cdot3=\tfrac{9}{32}+\tfrac{3}{32}=\tfrac38$.

In Lean, `lin` is the linearity statement. The proof evaluates it at the response of the mixture and rewrites with the two preceding results.

```lean
omit [Fintype m] in
/-- Exact gap formula: the downfolded combination minus the combination of downfolded matrices is
the weighted sum of two terms, each quadratic in the deviation of the combination's bath response
from that of one matrix. The difference need not be positive. -/
theorem downfold_gap (M N : Matrix (m ⊕ n) (m ⊕ n) ℂ) (hM : M.IsHermitian)
    (hN : N.IsHermitian) (hDM : IsUnit M.toBlocks₂₂.det) (hDN : IsUnit N.toBlocks₂₂.det)
    (p q : ℝ) (hW : IsUnit (p • M + q • N).toBlocks₂₂.det) :
    downfold (p • M + q • N) - p • downfold M - q • downfold N =
      p • ((bathResponse (p • M + q • N) - bathResponse M)ᴴ * M.toBlocks₂₂ *
        (bathResponse (p • M + q • N) - bathResponse M)) +
      q • ((bathResponse (p • M + q • N) - bathResponse N)ᴴ * N.toBlocks₂₂ *
        (bathResponse (p • M + q • N) - bathResponse N)) := by
  -- at a fixed slaving the matrix is linear in the Hamiltonian
  have lin : ∀ K : Matrix n m ℂ,
      slaved (p • M + q • N) K = p • slaved M K + q • slaved N K := by
    intro K
    have e11 : (p • M + q • N).toBlocks₁₁ = p • M.toBlocks₁₁ + q • N.toBlocks₁₁ := rfl
    have e12 : (p • M + q • N).toBlocks₁₂ = p • M.toBlocks₁₂ + q • N.toBlocks₁₂ := rfl
    have e21 : (p • M + q • N).toBlocks₂₁ = p • M.toBlocks₂₁ + q • N.toBlocks₂₁ := rfl
    have e22 : (p • M + q • N).toBlocks₂₂ = p • M.toBlocks₂₂ + q • N.toBlocks₂₂ := rfl
    simp only [slaved, e11, e12, e21, e22, Matrix.add_mul, Matrix.mul_add, Matrix.smul_mul,
      Matrix.mul_smul, smul_add]
    abel
  have h := lin (bathResponse (p • M + q • N))
  rw [slaved_bathResponse _ hW, slaved_eq_downfold_add M hM hDM,
    slaved_eq_downfold_add N hN hDN, smul_add, smul_add] at h
  rw [sub_sub, sub_eq_iff_eq_add, h]
  abel
```

## Positivity makes the gap nonnegative

In this section $q=1-p$. If $D$ and $E$ are positive definite matrices on the bath and $0\le p\le1$, then $pD+(1-p)E$ is positive definite. At $p=0$ it equals $E$. For $p>0$ the first term is positive definite and the second is positive semidefinite. The bath block of the mixture is therefore invertible, as the gap formula requires.

```lean
omit [Fintype n] [DecidableEq n] in
/-- A mixture of two positive definite matrices is positive definite. -/
theorem mix_posDef {D E : Matrix n n ℂ} (hD : D.PosDef) (hE : E.PosDef) {p : ℝ}
    (h0 : 0 ≤ p) (h1 : p ≤ 1) : (p • D + (1 - p) • E).PosDef := by
  rcases h0.eq_or_lt with h | h
  · subst h
    simpa using hE
  · exact (hD.smul h).add_posSemidef (hE.posSemidef.smul (sub_nonneg.mpr h1))
```

Each square in the gap is positive semidefinite, because with $K$ now standing for either deviation and $D$ for its bath block,

$$x^*K^*DKx=(Kx)^*D(Kx)\ge0.$$

The weights $p$ and $1-p$ are nonnegative, so for $0\le p\le1$

$$S(pM+(1-p)N)-pS(M)-(1-p)S(N)\ \text{is positive semidefinite.}$$

This is concavity in the matrix sense: the inequality holds for the quadratic form at every system vector. `PosSemidef` states that the difference is Hermitian and that this form is nonnegative. The proof rewrites the difference by `downfold_gap` and adds the two semidefinite terms.

```lean
/-- Downfolding is concave on Hermitian matrices with a positive definite bath block. -/
theorem downfold_concave (M N : Matrix (m ⊕ n) (m ⊕ n) ℂ) (hM : M.IsHermitian)
    (hN : N.IsHermitian) (hDM : M.toBlocks₂₂.PosDef) (hDN : N.toBlocks₂₂.PosDef)
    {p : ℝ} (h0 : 0 ≤ p) (h1 : p ≤ 1) :
    (downfold (p • M + (1 - p) • N) - p • downfold M - (1 - p) • downfold N).PosSemidef := by
  have hW : (p • M + (1 - p) • N).toBlocks₂₂.PosDef := mix_posDef hDM hDN h0 h1
  rw [downfold_gap M N hM hN hDM.det_pos.ne'.isUnit hDN.det_pos.ne'.isUnit p (1 - p)
    hW.det_pos.ne'.isUnit]
  exact ((hDM.posSemidef.conjTranspose_mul_mul_same _).smul h0).add
    ((hDN.posSemidef.conjTranspose_mul_mul_same _).smul (sub_nonneg.mpr h1))
```

If all of $M$ is positive definite, so is its bath block: evaluate the form at the vector $(0,y)$ with $y\ne0$, and what remains is $y^*M_{22}y>0$. In Lean this vector is `Sum.elim 0 y`. Concavity for positive definite $M$ and $N$ follows from the preceding theorem.

```lean
/-- Downfolding is concave on positive definite matrices of system and bath. -/
theorem downfold_concave_of_posDef (M N : Matrix (m ⊕ n) (m ⊕ n) ℂ) (hM : M.PosDef)
    (hN : N.PosDef) {p : ℝ} (h0 : 0 ≤ p) (h1 : p ≤ 1) :
    (downfold (p • M + (1 - p) • N) - p • downfold M - (1 - p) • downfold N).PosSemidef := by
  -- the bath block inherits positivity: test with vectors that live on the bath
  have bath : ∀ L : Matrix (m ⊕ n) (m ⊕ n) ℂ, L.PosDef → L.toBlocks₂₂.PosDef := by
    intro L hL
    refine Matrix.posDef_iff_dotProduct_mulVec.mpr ⟨?_, fun y hy => ?_⟩
    · ext i j
      exact hL.isHermitian.apply (Sum.inr i) (Sum.inr j)
    · have hx : Sum.elim (0 : m → ℂ) y ≠ 0 :=
        fun h => hy (funext fun i => congrFun h (Sum.inr i))
      have h := hL.dotProduct_mulVec_pos hx
      simpa [dotProduct, Matrix.mulVec, Fintype.sum_sum_type, Matrix.toBlocks₂₂] using h
  exact downfold_concave M N hM.isHermitian hN.isHermitian (bath M hM) (bath N hN) h0 h1
```

## When mixing and downfolding commute

Suppose that $p,q>0$, that $D,E$ are positive definite, and that

$$p\,K^*DK+q\,L^*EL=0.$$

For every $x$ this gives $p\,(Kx)^*D(Kx)+q\,(Lx)^*E(Lx)=0$. If $Kx$ were nonzero, the first term would be strictly positive and the second nonnegative, which is impossible. So $Kx=0$ for every $x$, and inserting the basis vectors shows that $K=0$.

In the code, `form` moves $K$ from the matrix onto the vector. The inequalities `a` and `b` concern real parts, since the forms are complex-valued in type, and `linarith` finds the contradiction.

```lean
omit [DecidableEq n] in
/-- If a positively weighted sum of two quadratic bath costs vanishes, the first deviation
vanishes. -/
theorem deviation_eq_zero {D E : Matrix n n ℂ} (hD : D.PosDef) (hE : E.PosDef)
    {p q : ℝ} (hp : 0 < p) (hq : 0 < q) (K L : Matrix n m ℂ)
    (h : p • (Kᴴ * D * K) + q • (Lᴴ * E * L) = 0) : K = 0 := by
  classical
  have form : ∀ (F : Matrix n n ℂ) (J : Matrix n m ℂ) (x : m → ℂ),
      star x ⬝ᵥ (Jᴴ * F * J) *ᵥ x = star (J *ᵥ x) ⬝ᵥ F *ᵥ (J *ᵥ x) := by
    intro F J x
    rw [Matrix.star_mulVec, ← Matrix.dotProduct_mulVec]
    simp only [Matrix.mulVec_mulVec, Matrix.mul_assoc]
  have hK : ∀ x : m → ℂ, K *ᵥ x = 0 := by
    intro x
    by_contra hx
    have a := (Complex.pos_iff.mp (hD.dotProduct_mulVec_pos hx)).1
    have b := (Complex.nonneg_iff.mp (hE.posSemidef.dotProduct_mulVec_nonneg (L *ᵥ x))).1
    have c := congrArg (fun Z : Matrix m m ℂ => (star x ⬝ᵥ Z *ᵥ x).re) h
    simp only [Matrix.add_mulVec, Matrix.smul_mulVec, dotProduct_add, dotProduct_smul, form,
      Complex.add_re, Complex.real_smul, Complex.re_ofReal_mul, Matrix.zero_mulVec,
      dotProduct_zero, Complex.zero_re] at c
    have a' := mul_pos hp a
    have b' := mul_nonneg hq.le b
    linarith
  ext i j
  have h := congrFun (hK (Pi.single j 1)) i
  simpa using h
```

Now let $M$ and $N$ be Hermitian with positive definite bath blocks, let $0<p<1$, and write $W=pM+(1-p)N$. If $S(W)=pS(M)+(1-p)S(N)$, the gap vanishes. Applying the last lemma to each term in turn gives $R_W=R_M$ and $R_W=R_N$, hence $R_M=R_N$.

Conversely, let $R_M=R_N=R$. Then

$$W_{22}R=pM_{22}R+(1-p)N_{22}R=-pM_{21}-(1-p)N_{21}=-W_{21},$$

so $R_W=R$ and both squares vanish. Hence

$$S(pM+(1-p)N)=pS(M)+(1-p)S(N)\iff R_M=R_N.$$

Two matrices that differ only in the system block meet this condition, so averaging over on-site energies of the system alone commutes with downfolding. Averaging over disorder in the bath or in the coupling commutes with it only if the disorder leaves the response unchanged.

In the Lean proof, `e` is the bath equation of the mixture and `r` is the resulting equality of responses.

```lean
/-- For a proper mixture, downfolding commutes with mixing exactly when both matrices have the
same bath response. -/
theorem downfold_mix_eq_iff (M N : Matrix (m ⊕ n) (m ⊕ n) ℂ) (hM : M.IsHermitian)
    (hN : N.IsHermitian) (hDM : M.toBlocks₂₂.PosDef) (hDN : N.toBlocks₂₂.PosDef)
    {p : ℝ} (h0 : 0 < p) (h1 : p < 1) :
    downfold (p • M + (1 - p) • N) = p • downfold M + (1 - p) • downfold N ↔
      bathResponse M = bathResponse N := by
  have hq : 0 < 1 - p := sub_pos.mpr h1
  have uM := hDM.det_pos.ne'.isUnit
  have uN := hDN.det_pos.ne'.isUnit
  have hW : (p • M + (1 - p) • N).toBlocks₂₂.PosDef := mix_posDef hDM hDN h0.le h1.le
  have uW := hW.det_pos.ne'.isUnit
  have gap := downfold_gap M N hM hN uM uN p (1 - p) uW
  constructor
  · intro h
    rw [sub_sub, h, sub_self] at gap
    have a := deviation_eq_zero hDM hDN h0 hq _ _ gap.symm
    have b := deviation_eq_zero hDN hDM hq h0 _ _ ((add_comm _ _).trans gap.symm)
    exact (sub_eq_zero.mp a).symm.trans (sub_eq_zero.mp b)
  · intro h
    -- a common response also solves the bath equation of the mixture
    have e : (p • M + (1 - p) • N).toBlocks₂₂ * bathResponse M =
        -(p • M + (1 - p) • N).toBlocks₂₁ := by
      change (p • M.toBlocks₂₂ + (1 - p) • N.toBlocks₂₂) * bathResponse M =
        -(p • M.toBlocks₂₁ + (1 - p) • N.toBlocks₂₁)
      rw [Matrix.add_mul, Matrix.smul_mul, Matrix.smul_mul, bath_equation M uM, h,
        bath_equation N uN, smul_neg, smul_neg, neg_add]
    have r : bathResponse (p • M + (1 - p) • N) = bathResponse M := by
      rw [bathResponse, ← Matrix.mul_neg, ← e, ← Matrix.mul_assoc,
        Matrix.nonsing_inv_mul _ uW, Matrix.one_mul]
    rw [r, ← h, sub_self, Matrix.mul_zero, Matrix.mul_zero, smul_zero, smul_zero, add_zero,
      sub_sub] at gap
    exact sub_eq_zero.mp gap

end

end DownfoldingConcavity
```

```lean
#print axioms DownfoldingConcavity.downfold_concave
#print axioms DownfoldingConcavity.downfold_concave_of_posDef
#print axioms DownfoldingConcavity.downfold_mix_eq_iff
```

```
'DownfoldingConcavity.downfold_concave' depends on axioms: [propext, Classical.choice, Quot.sound]
'DownfoldingConcavity.downfold_concave_of_posDef' depends on axioms: [propext, Classical.choice, Quot.sound]
'DownfoldingConcavity.downfold_mix_eq_iff' depends on axioms: [propext, Classical.choice, Quot.sound]
```
